# Nearest-neighbour chains: some lowest-energy periodic chain has no repeated species in its cell

A ground-state search over periodic chains has to stop at some cell length. Without a bound on that length, a longer cell might still have a lower energy per site, and the reported ground state would be wrong.

## A cell length at which the search can stop

Let $S$ be a finite, nonempty set of species, and let $e(a,b)$ be the energy of a bond with $a$ on the left and $b$ on the right. These real numbers are given, for instance by a fit; single-site energies can be absorbed into them. A chain $s$ of period $N\ge 1$ has cell energy

$$E_N(s)=\sum_{i=0}^{N-1} e(s_i,s_{i+1})$$

and energy per site $E_N(s)/N$. Among periodic chains of all lengths the minimum is attained, and some minimiser has pairwise distinct species in its cell, so that $N\le |S|$.

When the composition is free, an enumerator for one-dimensional cluster expansions with nearest-neighbour bonds only can therefore stop at cells of $|S|$ sites. If a simulated ring with the same bond energies has a lower energy per site than the minimum found there, at least one of the two calculations contains an error.

## Cutting a cell at a repeated species

Suppose $s_a=s_{a+b}$ in a cell of length $N=a+b+c$, with $b,c\ge1$. Remove the $b$ sites starting at $a$: set $s'_k=s_k$ for $k<a$ and $s'_k=s_{k+b}$ otherwise. The bond into site $a$, if there is one, is unchanged because $s'_a=s_{a+b}=s_a$. Hence

$$E_N(s)=E_b(s_a,s_{a+1},\dots)+E_{a+c}(s').$$

Both pieces close on themselves, and both are shorter than $N$.

Let $m$ be the lowest energy per site among cells with distinct species. Such cells have at most $|S|$ sites, so they give finitely many energies; the pure chains ensure that there is at least one.

The claim is that $E_N(s)\ge mN$ whenever $s_N=s_0$. It is trivial for $N=0$. If the species are distinct, repeating the segment periodically leaves its energy unchanged, and the definition of $m$ applies. Otherwise cut, and use induction on length:

$$E_N(s)\ge mb+m(a+c)=mN.$$

Every periodic chain satisfies $s_N=s_0$, so $m$ is the global minimum.

For species $A$ and $B$, the distinct cells are $A$, $B$ and $AB$ up to translation, which gives

$$m=\min\{e(A,A),\,e(B,B),\,\tfrac12[e(A,B)+e(B,A)]\}.$$

The bound is sharp. Label $n$ species by the integers modulo $n$, and let $e(x,y)=0$ if $y=x+1$ and $e(x,y)=1$ otherwise. The chain $0,1,2,\dots$ has energy zero, so every bond of a ground state $t$ of period $M$ costs zero. Then $t_M=t_0+M$, while periodicity gives $t_M=t_0$, so $n$ divides $M$. A ring whose length is not a multiple of $n$ cannot reach this minimum.

## The Lean file

```lean
import Mathlib

open Finset

namespace ClusterExpansionChain

noncomputable section

variable {S : Type*}

/-- Energy of the first `N` bonds of a chain `s` with nearest-neighbour bond energies `e`. -/
def cellEnergy (e : S → S → ℝ) (s : ℕ → S) (N : ℕ) : ℝ :=
  ∑ i ∈ range N, e (s i) (s (i + 1))

/-- Energy per site of a chain with repeat unit of length `N`, for `N ≥ 1`. -/
def energyPerSite (e : S → S → ℝ) (s : ℕ → S) (N : ℕ) : ℝ :=
  cellEnergy e s N / N

/-- The chain `s` with period `N ≥ 1` is a ground state: no periodic chain of any period has a
lower energy per site. -/
def IsGroundState (e : S → S → ℝ) (s : ℕ → S) (N : ℕ) : Prop :=
  0 < N ∧ Function.Periodic s N ∧
    ∀ (M : ℕ) (t : ℕ → S), 0 < M → Function.Periodic t M →
      energyPerSite e s N ≤ energyPerSite e t M

/-- The chain left after cutting out the `b` sites that start at site `a`. -/
def excise (s : ℕ → S) (a b k : ℕ) : S := if k < a then s k else s (k + b)

/-- If the same species sits at sites `a` and `a + b`, the energy splits into that of the segment
between them and that of the chain with this segment cut out. -/
theorem cellEnergy_split (e : S → S → ℝ) (s : ℕ → S) (a b c : ℕ) (h : s (a + b) = s a) :
    cellEnergy e s (a + b + c) =
      cellEnergy e (fun k => s (a + k)) b + cellEnergy e (excise s a b) (a + c) := by
  -- bonds before the cut are unchanged, the last one because the two species agree
  have h1 : ∑ x ∈ range a, e (excise s a b x) (excise s a b (x + 1)) =
      ∑ x ∈ range a, e (s x) (s (x + 1)) := by
    refine sum_congr rfl fun x hx => ?_
    have e1 : excise s a b x = s x := if_pos (mem_range.mp hx)
    have e2 : excise s a b (x + 1) = s (x + 1) := by
      have hx' := mem_range.mp hx
      unfold excise
      split_ifs with h2
      · rfl
      · have h3 : x + 1 = a := by omega
        rw [h3, h]
    rw [e1, e2]
  -- bonds after the cut are shifted by `b`
  have h2 : ∑ x ∈ range c, e (excise s a b (a + x)) (excise s a b (a + x + 1)) =
      ∑ x ∈ range c, e (s (a + b + x)) (s (a + b + x + 1)) := by
    have e1 : ∀ x, excise s a b (a + x) = s (a + b + x) := fun x => by
      unfold excise
      rw [if_neg (by omega), show a + x + b = a + b + x by omega]
    exact sum_congr rfl fun x _ => congrArg₂ e (e1 x) (e1 (x + 1))
  have h3 : cellEnergy e (fun k => s (a + k)) b =
      ∑ x ∈ range b, e (s (a + x)) (s (a + x + 1)) := rfl
  rw [h3]
  unfold cellEnergy
  rw [sum_range_add _ (a + b) c, sum_range_add _ a b, sum_range_add _ a c, h1, h2]
  ring

/-- A segment whose end species equals its first species can be repeated periodically without
changing the energy of the cell. -/
theorem cellEnergy_repeat (e : S → S → ℝ) (s : ℕ → S) (N : ℕ) (hs : s N = s 0) :
    cellEnergy e (fun k => s (k % N)) N = cellEnergy e s N := by
  unfold cellEnergy
  refine sum_congr rfl fun i hi => ?_
  have hi' := mem_range.mp hi
  show e (s (i % N)) (s ((i + 1) % N)) = e (s i) (s (i + 1))
  rw [Nat.mod_eq_of_lt hi']
  rcases (by omega : i + 1 < N ∨ i + 1 = N) with h | h
  · rw [Nat.mod_eq_of_lt h]
  · rw [h, Nat.mod_self, hs]

/-- If `c` bounds the energy per site from below for all periodic chains whose repeat unit has
pairwise distinct species, it does so for every segment that closes on itself. -/
theorem bound_of_distinct (e : S → S → ℝ) (c : ℝ)
    (h : ∀ (N : ℕ) (s : ℕ → S), 0 < N → Function.Periodic s N → Set.InjOn s (Set.Iio N) →
      c * N ≤ cellEnergy e s N) (N : ℕ) :
    ∀ s : ℕ → S, s N = s 0 → c * N ≤ cellEnergy e s N := by
  induction N using Nat.strong_induction_on with
  | _ N ih =>
    intro s hs
    rcases Nat.eq_zero_or_pos N with rfl | hN
    · simp [cellEnergy]
    by_cases hinj : Set.InjOn s (Set.Iio N)
    · rw [← cellEnergy_repeat e s N hs]
      refine h N _ hN (fun k => by simp) ?_
      intro i hi j hj hij
      have hi' : i < N := hi
      have hj' : j < N := hj
      simp only [Nat.mod_eq_of_lt hi', Nat.mod_eq_of_lt hj'] at hij
      exact hinj hi hj hij
    · -- a repeated species: cut the cell there into two shorter ones
      have hrep : ∃ i j, i < j ∧ j < N ∧ s i = s j := by
        by_contra hno
        apply hinj
        intro i hi j hj hij
        rcases lt_trichotomy i j with hl | hl | hl
        · exact (hno ⟨i, j, hl, hj, hij⟩).elim
        · exact hl
        · exact (hno ⟨j, i, hl, hi, hij.symm⟩).elim
      obtain ⟨a, j, haj, hjN, hsa⟩ := hrep
      obtain ⟨b, rfl⟩ := Nat.exists_eq_add_of_le haj.le
      obtain ⟨d, rfl⟩ := Nat.exists_eq_add_of_le hjN.le
      have inner := ih b (by omega) (fun k => s (a + k)) hsa.symm
      have hend : excise s a b (a + d) = s (a + b + d) := by
        unfold excise
        rw [if_neg (by omega), show a + d + b = a + b + d by omega]
      have hstart : excise s a b 0 = s 0 := by
        unfold excise
        split_ifs with h0
        · rfl
        · have ha : a = 0 := by omega
          subst ha
          exact hsa.symm
      have outer := ih (a + d) (by omega) (excise s a b) (by rw [hend, hstart, hs])
      rw [cellEnergy_split e s a b d hsa.symm]
      push_cast at outer ⊢
      linarith

/-- A repeat unit with pairwise distinct species is no longer than the number of species. -/
theorem period_le_card [Fintype S] {s : ℕ → S} {N : ℕ} (h : Set.InjOn s (Set.Iio N)) :
    N ≤ Fintype.card S := by
  have hf : Function.Injective (fun i : Fin N => s i) :=
    fun i j hij => Fin.ext (h i.isLt j.isLt hij)
  simpa using Fintype.card_le_of_injective _ hf

/-- For finitely many species (at least one) and any real bond energies, a ground state among the
periodic chains of all lengths exists whose repeat unit has pairwise distinct species and is
no longer than the number of species. -/
theorem exists_groundState_distinct [Fintype S] [Nonempty S] (e : S → S → ℝ) :
    ∃ (s : ℕ → S) (N : ℕ), IsGroundState e s N ∧ Set.InjOn s (Set.Iio N) ∧
      N ≤ Fintype.card S := by
  -- `V` collects the energies per site of the chains with distinct species in the cell
  obtain ⟨V, hV⟩ : ∃ V : Set ℝ, ∀ x, x ∈ V ↔ ∃ (N : ℕ) (s : ℕ → S), 0 < N ∧
      Function.Periodic s N ∧ Set.InjOn s (Set.Iio N) ∧ x = energyPerSite e s N :=
    ⟨{x | _}, fun _ => Iff.rfl⟩
  have hfin : V.Finite := by
    refine (Set.finite_range (fun p : Fin (Fintype.card S + 1) × (Fin (Fintype.card S + 1) → S) =>
      energyPerSite e (fun k => p.2 ⟨k % (Fintype.card S + 1), Nat.mod_lt _ (Nat.succ_pos _)⟩)
        (p.1 : ℕ))).subset ?_
    intro x hx
    obtain ⟨N, s, -, -, hi, rfl⟩ := (hV x).mp hx
    have hc := period_le_card hi
    refine ⟨(⟨N, by omega⟩, fun k => s k), ?_⟩
    have hE : cellEnergy e (fun k => s (k % (Fintype.card S + 1))) N = cellEnergy e s N := by
      unfold cellEnergy
      refine sum_congr rfl fun k hk => ?_
      have hk' := mem_range.mp hk
      show e (s (k % _)) (s ((k + 1) % _)) = _
      rw [Nat.mod_eq_of_lt (by omega), Nat.mod_eq_of_lt (by omega)]
    show cellEnergy e (fun k => s (k % (Fintype.card S + 1))) N / (N : ℝ) = cellEnergy e s N / N
    rw [hE]
  have hne : V.Nonempty := by
    obtain ⟨a⟩ := ‹Nonempty S›
    refine ⟨_, (hV _).mpr ⟨1, fun _ => a, one_pos, fun _ => rfl, ?_, rfl⟩⟩
    intro i hi j hj _
    have hi' : i < 1 := hi
    have hj' : j < 1 := hj
    omega
  obtain ⟨m, hm, hmin⟩ := Set.exists_min_image V id hfin hne
  obtain ⟨N, s, hN, hp, hi, rfl⟩ := (hV m).mp hm
  refine ⟨s, N, ⟨hN, hp, ?_⟩, hi, period_le_card hi⟩
  intro M t hM ht
  have hM' : (0 : ℝ) < M := by exact_mod_cast hM
  -- the smallest element of `V` bounds all periodic chains
  have key := bound_of_distinct e (energyPerSite e s N) (fun n u hn hu hui => by
    have hn' : (0 : ℝ) < n := by exact_mod_cast hn
    have h1 : energyPerSite e s N ≤ cellEnergy e u n / n :=
      hmin _ ((hV _).mpr ⟨n, u, hn, hu, hui, rfl⟩)
    exact (le_div_iff₀ hn').mp h1) M t (by simpa using ht 0)
  exact (le_div_iff₀ hM').mpr key

/-- For two species, the ground-state energy per site is the least of the energies per site of the
two pure chains and the alternating chain. -/
theorem binary_groundState_energy (e : Bool → Bool → ℝ) {t : ℕ → Bool} {M : ℕ}
    (h : IsGroundState e t M) :
    energyPerSite e t M =
      min (min (e false false) (e true true)) ((e false true + e true false) / 2) := by
  apply le_antisymm
  · refine le_min (le_min ?_ ?_) ?_
    · exact (h.2.2 1 (fun _ => false) one_pos (fun _ => rfl)).trans_eq
        (by simp [energyPerSite, cellEnergy])
    · exact (h.2.2 1 (fun _ => true) one_pos (fun _ => rfl)).trans_eq
        (by simp [energyPerSite, cellEnergy])
    · exact (h.2.2 2 (fun k => decide (k % 2 = 1)) two_pos (fun k => by simp)).trans_eq
        (by simp [energyPerSite, cellEnergy, sum_range_succ])
  · -- some ground state has period one or two
    obtain ⟨u, n, ⟨hn, hp, hmin⟩, hi, hc⟩ := exists_groundState_distinct e
    refine le_trans ?_ (hmin M t h.1 h.2.1)
    have hc2 : n ≤ 2 := by simpa using hc
    rcases (by omega : n = 1 ∨ n = 2) with rfl | rfl
    · have h1 : u 1 = u 0 := by simpa using hp 0
      have hE : energyPerSite e u 1 = e (u 0) (u 0) := by
        simp [energyPerSite, cellEnergy, h1]
      rw [hE]
      generalize u 0 = x
      cases x
      · exact (min_le_left _ _).trans (min_le_left _ _)
      · exact (min_le_left _ _).trans (min_le_right _ _)
    · have h2 : u 2 = u 0 := by simpa using hp 0
      have hne : u 0 ≠ u 1 := fun h01 =>
        absurd (hi (show 0 < 2 by norm_num) (show 1 < 2 by norm_num) h01) (by norm_num)
      have hE : energyPerSite e u 2 = (e (u 0) (u 1) + e (u 1) (u 0)) / 2 := by
        simp [energyPerSite, cellEnergy, sum_range_succ, h2]
      rw [hE]
      refine (min_le_right _ _).trans (le_of_eq ?_)
      generalize u 0 = x at hne ⊢
      generalize u 1 = y at hne ⊢
      cases x <;> cases y
      · exact absurd rfl hne
      · rfl
      · rw [add_comm]
      · exact absurd rfl hne

/-- Bond energies for species labelled by the integers modulo `n`: a bond costs nothing if the
right neighbour is the next species in cyclic order, and one unit otherwise. -/
def cyclicBond (n : ℕ) (a b : ZMod n) : ℝ := if b = a + 1 then 0 else 1

/-- The bound on the period is sharp: for `n ≥ 1` species with the cyclic bond energies, every
period of every ground state is a multiple of `n`. -/
theorem cyclicBond_period (n : ℕ) [NeZero n] {t : ℕ → ZMod n} {M : ℕ}
    (h : IsGroundState (cyclicBond n) t M) : n ∣ M := by
  have hM' : (0 : ℝ) < M := by exact_mod_cast h.1
  -- the chain 0, 1, 2, ... has energy zero
  have h0 := h.2.2 n (fun k => (k : ZMod n)) (NeZero.pos n) (fun k => by simp)
  have hz : energyPerSite (cyclicBond n) (fun k => (k : ZMod n)) n = 0 := by
    simp [energyPerSite, cellEnergy, cyclicBond]
  rw [hz] at h0
  unfold energyPerSite at h0
  have hle : cellEnergy (cyclicBond n) t M ≤ 0 := by
    have h1 := (div_le_iff₀ hM').mp h0
    linarith
  have hnn : ∀ i ∈ range M, 0 ≤ cyclicBond n (t i) (t (i + 1)) := fun i _ => by
    unfold cyclicBond
    split_ifs <;> norm_num
  have hall := (sum_eq_zero_iff_of_nonneg hnn).mp (le_antisymm hle (sum_nonneg hnn))
  -- so every bond of the ground state advances the species by one
  have hstep : ∀ i : ℕ, i ≤ M → t i = t 0 + (i : ZMod n) := by
    intro i
    induction i with
    | zero => intro _; simp
    | succ i ih =>
      intro hi
      have h1 := hall i (mem_range.mpr (by omega))
      have h2 : t (i + 1) = t i + 1 := by
        by_contra hne
        simp [cyclicBond, hne] at h1
      rw [h2, ih (by omega)]
      push_cast
      ring
  have hM := hstep M le_rfl
  have hp : t M = t 0 := by simpa using h.2.1 0
  rw [hp] at hM
  have hcast : (M : ZMod n) = 0 := by linear_combination (-1 : ZMod n) * hM
  exact (CharP.cast_eq_zero_iff (ZMod n) n M).mp hcast

end

end ClusterExpansionChain
```

```lean
#print axioms ClusterExpansionChain.cellEnergy_repeat
-- 'ClusterExpansionChain.cellEnergy_repeat' depends on axioms: [propext, Classical.choice, Quot.sound]
#print axioms ClusterExpansionChain.binary_groundState_energy
-- 'ClusterExpansionChain.binary_groundState_energy' depends on axioms: [propext, Classical.choice, Quot.sound]
#print axioms ClusterExpansionChain.cyclicBond_period
-- 'ClusterExpansionChain.cyclicBond_period' depends on axioms: [propext, Classical.choice, Quot.sound]
```

## What is compared, and with which energies

A chain is a function `s : ℕ → S`, and `Function.Periodic s N` says that $N$ is a period, not necessarily the smallest. `Set.InjOn s (Set.Iio N)` says that sites $0,\dots,N-1$ carry distinct species. `IsGroundState` means a classical energy minimum among periodic chains, not a quantum eigenstate.

`cellEnergy_split` is the cut: it splits the sum into three ranges and matches them bond by bond. `cellEnergy_repeat` closes a segment periodically using `k % N`. `bound_of_distinct` is the strong induction; its `c` is the bound $m$ above, and its `d` is the tail length. `period_le_card` counts species, and `exists_groundState_distinct` takes the minimum over the finite set `V`.

`binary_groundState_energy` uses `Bool` for the two species. It compares the ground state with the three candidate chains for one inequality and uses the existence theorem for the other. `cyclicBond_period` follows the sharpness argument, for every $n\ge1$.

Composition is free in the theorems. At a fixed composition the lowest chain may need a longer cell: with two species, three $A$ for each $B$ takes at least four sites. Even when the composition is free, other chains with the same lowest energy per site may have longer cells. Bonds may depend on direction, as for polar units with a head and a tail, and the sharpness example does so for $n\ge3$. If $e(a,b)=e(b,a)$ throughout, alternating the two species of the cheapest bond already gives the minimum, so two sites suffice; this short argument is an addition to the Lean proofs.

The step left to the user is the energy model itself: that the material's energy is a sum of nearest-neighbour bond terms along a chain.
